# The sum of two ladder channels with opposite pair bubbles, the bare interaction counted once

A ladder sum `(1 + V X)⁻¹ V` describes repeated scatterings by an interaction `V` with pair bubble `X`, both finite square complex matrices here. The theorem `twoChannel_opposite` takes two such channels with bubbles `X` and `-X`, and assumes that `1 + V X` and `1 - V X` are invertible. It states that `1 - (V X)²` is then invertible too, and that the two ladders, added with the bare interaction counted once, give `V + 2 (V X)² (1 - (V X)²)⁻¹ V`. The proof writes both resolvents through the inverse of `1 - (V X)²`, and then needs the identity `hS`, which says that `(V X)²` times this inverse is the inverse minus `1`.

This version doesn't compile in Lean 4 with Mathlib:

```lean
import Mathlib

open Filter Topology

namespace TwoChannelOpposite

noncomputable section

variable {n : Type*} [Fintype n] [DecidableEq n]

/-- The ladder sum `(1 + V X)⁻¹ V` of repeated scatterings by the interaction `V` with pair bubble
`X`. It has this meaning when `1 + V X` is invertible; otherwise Lean's matrix inverse is zero, and
so is the value. -/
def ladder (V X : Matrix n n ℂ) : Matrix n n ℂ := (1 + V * X)⁻¹ * V

/-- Two ladder channels with bubbles `P` and `Q`, added with the bare interaction counted once; it
has this meaning when `1 + V P` and `1 + V Q` are invertible, though Lean defines it for all
matrices. -/
def twoChannel (V P Q : Matrix n n ℂ) : Matrix n n ℂ := ladder V P + ladder V Q - V

/-- For opposite bubbles `X` and `-X`, with `1 + V X` and `1 - V X` invertible, the matrix
`1 - (V X)²` is invertible and the two channels add up to
`V + 2 (V X)² (1 - (V X)²)⁻¹ V`. -/
theorem twoChannel_opposite (V X : Matrix n n ℂ)
    (hp : IsUnit (1 + V * X)) (hm : IsUnit (1 - V * X)) :
    IsUnit (1 - (V * X) ^ 2) ∧
      twoChannel V X (-X) =
        V + (2 : ℂ) • ((V * X) ^ 2 * (1 - (V * X) ^ 2)⁻¹ * V) := by
  have f1 : (1 + V * X) * (1 - V * X) = 1 - (V * X) ^ 2 := by noncomm_ring
  have f2 : (1 - V * X) * (1 + V * X) = 1 - (V * X) ^ 2 := by noncomm_ring
  have hu : IsUnit (1 - (V * X) ^ 2) := f1 ▸ hp.mul hm
  refine ⟨hu, ?_⟩
  have hR := Matrix.mul_nonsing_inv _ ((Matrix.isUnit_iff_isUnit_det _).1 hu)
  -- both resolvents are expressed through the inverse of `1 - (V X)²`
  have hP : (1 + V * X)⁻¹ = (1 - V * X) * (1 - (V * X) ^ 2)⁻¹ :=
    Matrix.inv_eq_right_inv (by rw [← mul_assoc, f1, hR])
  have hM : (1 - V * X)⁻¹ = (1 + V * X) * (1 - (V * X) ^ 2)⁻¹ :=
    Matrix.inv_eq_right_inv (by rw [← mul_assoc, f2, hR])
  have hS : (V * X) ^ 2 * (1 - (V * X) ^ 2)⁻¹ = (1 - (V * X) ^ 2)⁻¹ - 1 := by
    rw [sub_mul, one_mul] at hR
    rw [← hR]
    abel
  rw [twoChannel, ladder, ladder, mul_neg, ← sub_eq_add_neg, hP, hM, hS]
  simp only [sub_mul, add_mul, one_mul]
  module

end

end TwoChannelOpposite
```

The error:

```
Try this:
  [apply] abel_nf
Main.lean:39:75: error: unsolved goals
n : Type u_1
inst✝¹ : Fintype n
inst✝ : DecidableEq n
V X : Matrix n n ℂ
hp : IsUnit (1 + V * X)
hm : IsUnit (1 - V * X)
f1 : (1 + V * X) * (1 - V * X) = 1 - (V * X) ^ 2
f2 : (1 - V * X) * (1 + V * X) = 1 - (V * X) ^ 2
hu : IsUnit (1 - (V * X) ^ 2)
hR : (1 - (V * X) ^ 2)⁻¹ - (V * X) ^ 2 * (1 - (V * X) ^ 2)⁻¹ = 1
hP : (1 + V * X)⁻¹ = (1 - V * X) * (1 - (V * X) ^ 2)⁻¹
hM : (1 - V * X)⁻¹ = (1 + V * X) * (1 - (V * X) ^ 2)⁻¹
⊢ (V * X) ^ 2 * (-1 • (V * X) ^ 2 + ((1 + -1 • (V * X) ^ 2)⁻¹ + -1 • ((V * X) ^ 2 * (1 + -1 • (V * X) ^ 2)⁻¹)))⁻¹ =
    -1 • (1 + -1 • (V * X) ^ 2)⁻¹ +
      ((V * X) ^ 2 * (1 + -1 • (V * X) ^ 2)⁻¹ +
        (-1 • (V * X) ^ 2 + ((1 + -1 • (V * X) ^ 2)⁻¹ + -1 • ((V * X) ^ 2 * (1 + -1 • (V * X) ^ 2)⁻¹)))⁻¹)
```

The error is in the proof of `hS`. There `hR` reads `R - (V * X) ^ 2 * R = 1`, where `R` is short for `(1 - (V * X) ^ 2)⁻¹`. The step `rw [← hR]` was meant to replace the lone `1` at the end of the goal, but it replaces every matrix `1`, including the one inside each inverse. The goal Lean prints therefore has inverses nested within inverses. `abel` only rearranges sums, and cannot use `hR` to turn the altered inverses back into `R`, so it leaves the goal unsolved. The suggestion to try `abel_nf` would only normalise the expression, not prove it.

The repair replaces both lines with `linear_combination (norm := abel) -hR`. This derives the goal from `hR` multiplied by `-1`, that is, from `-(R - (V * X) ^ 2 * R) = -1`, so nothing inside `R` is rewritten. It remains to check that the two equations differ only by a rearrangement of sums. In that check `R` and `(V * X) ^ 2 * R` cancel, and `abel` proves it. The option `norm := abel` takes the place of the default `ring1`, which is made for commutative rings, while matrix multiplication is not commutative in general.

This version goes through:

```diff
@@ -39,6 +39,5 @@
   have hS : (V * X) ^ 2 * (1 - (V * X) ^ 2)⁻¹ = (1 - (V * X) ^ 2)⁻¹ - 1 := by
     rw [sub_mul, one_mul] at hR
-    rw [← hR]
-    abel
+    linear_combination (norm := abel) -hR
   rw [twoChannel, ladder, ladder, mul_neg, ← sub_eq_add_neg, hP, hM, hS]
   simp only [sub_mul, add_mul, one_mul]
```
